# The regularised spin-orbit coupling of a point nucleus grows as 1/r, not 1/r³, at the origin

The spin-orbit coupling ξ is defined here as the derivative of the scalar-relativistic factor K divided by the radius r, where K is built from an arbitrary real potential V(r) with the orbital energy left out. The closed form of ξ for a point nucleus is therefore a theorem about a derivative and not part of the definition.

```lean
import Mathlib

open Filter Topology

namespace RegularisedSpinOrbit

noncomputable section

/-- The scalar-relativistic factor `K = 1 / (1 - V / (2c²))`, for `c ≠ 0` and `V r ≠ 2c²`. -/
def massFactor (c : ℝ) (V : ℝ → ℝ) (r : ℝ) : ℝ := 1 / (1 - V r / (2 * c ^ 2))

/-- The spin-orbit coupling `ξ = K' / r`, for `r ≠ 0` and `K` differentiable at `r`. -/
def spinOrbit (c : ℝ) (V : ℝ → ℝ) (r : ℝ) : ℝ := deriv (massFactor c V) r / r

/-- The Pauli spin-orbit coupling `V' / (2c² r)`, for `c ≠ 0`, `r ≠ 0` and `V` differentiable
at `r`. -/
def pauliSpinOrbit (c : ℝ) (V : ℝ → ℝ) (r : ℝ) : ℝ := deriv V r / (2 * c ^ 2 * r)

/-- The potential `-Z / r` of a point nucleus, for `r ≠ 0`. -/
def coulomb (Z r : ℝ) : ℝ := -Z / r

/-- For `c ≠ 0`, at a point where `V` is differentiable and `V < 2c²`, the factor `K` is positive,
solves `K (2c² - V) = 2c²`, and has the derivative `K² V' / (2c²)`. -/
theorem massFactor_hasDerivAt {c r : ℝ} {V : ℝ → ℝ} (hc : c ≠ 0) (hV : V r < 2 * c ^ 2)
    (hd : DifferentiableAt ℝ V r) :
    0 < massFactor c V r ∧ massFactor c V r * (2 * c ^ 2 - V r) = 2 * c ^ 2 ∧
      HasDerivAt (massFactor c V) (massFactor c V r ^ 2 * deriv V r / (2 * c ^ 2)) r := by
  have h2 : 0 < 2 * c ^ 2 := by positivity
  have hden : 0 < 1 - V r / (2 * c ^ 2) := by
    have : V r / (2 * c ^ 2) < 1 := (div_lt_one h2).mpr hV
    linarith
  have e : massFactor c V r = (1 - V r / (2 * c ^ 2))⁻¹ := one_div _
  refine ⟨by rw [e]; exact inv_pos.mpr hden, ?_, ?_⟩
  · have key : 1 - V r / (2 * c ^ 2) = (2 * c ^ 2 - V r) / (2 * c ^ 2) := by
      rw [sub_div, div_self h2.ne']
    rw [e, key, inv_div, div_mul_eq_mul_div, mul_div_assoc,
      div_self (sub_pos.mpr hV).ne', mul_one]
  · -- the chain rule for the reciprocal
    have h : HasDerivAt (fun x => (1 - V x / (2 * c ^ 2))⁻¹)
        (-(-(deriv V r / (2 * c ^ 2))) / (1 - V r / (2 * c ^ 2)) ^ 2) r :=
      ((hd.hasDerivAt.div_const (2 * c ^ 2)).const_sub 1).inv hden.ne'
    have hf : massFactor c V = fun x => (1 - V x / (2 * c ^ 2))⁻¹ := by
      funext x
      exact one_div _
    have h' : HasDerivAt (massFactor c V)
        (-(-(deriv V r / (2 * c ^ 2))) / (1 - V r / (2 * c ^ 2)) ^ 2) r := by
      rw [hf]
      exact h
    refine h'.congr_deriv ?_
    rw [e]
    generalize 1 - V r / (2 * c ^ 2) = D
    ring

/-- At `r > 0` with `c ≠ 0`, `V r < 0` and `V' r > 0`, `ξ` is `K²` times the Pauli coupling, is
positive, and lies strictly below the Pauli coupling. -/
theorem spinOrbit_lt_pauli {c r : ℝ} {V : ℝ → ℝ} (hc : c ≠ 0) (hr : 0 < r) (hV : V r < 0)
    (hV' : 0 < deriv V r) :
    spinOrbit c V r = massFactor c V r ^ 2 * pauliSpinOrbit c V r ∧
      0 < spinOrbit c V r ∧ spinOrbit c V r < pauliSpinOrbit c V r := by
  have h2 : 0 < 2 * c ^ 2 := by positivity
  obtain ⟨hK, hKe, hd⟩ := massFactor_hasDerivAt hc (hV.trans h2)
    (differentiableAt_of_deriv_ne_zero hV'.ne')
  -- an attractive potential makes `K` smaller than one
  have hK1 : massFactor c V r < 1 := by
    by_contra h
    have := mul_le_mul_of_nonneg_right (not_lt.mp h) (by linarith : 0 ≤ 2 * c ^ 2 - V r)
    linarith
  have hP : 0 < pauliSpinOrbit c V r := div_pos hV' (mul_pos h2 hr)
  have he : spinOrbit c V r = massFactor c V r ^ 2 * pauliSpinOrbit c V r := by
    unfold spinOrbit pauliSpinOrbit
    rw [hd.deriv]
    ring
  have hsq : massFactor c V r ^ 2 < 1 := by nlinarith
  refine ⟨he, by rw [he]; exact mul_pos (pow_pos hK 2) hP, ?_⟩
  rw [he]
  nlinarith [mul_pos (sub_pos.mpr hsq) hP]

/-- The radial derivative of `-Z / r` is `Z / r²`. -/
theorem coulomb_hasDerivAt (Z : ℝ) {r : ℝ} (hr : r ≠ 0) :
    HasDerivAt (coulomb Z) (Z / r ^ 2) r := by
  have hf : coulomb Z = fun y => -Z * y⁻¹ := by
    funext y
    exact div_eq_mul_inv _ _
  rw [hf]
  exact ((hasDerivAt_inv hr).const_mul (-Z)).congr_deriv (by ring)

/-- For a point nucleus `ξ = 2c² Z / (r (2c² r + Z)²)`, and this is less than
`Z / (2c² r³)`. -/
theorem spinOrbit_coulomb {c Z r : ℝ} (hc : c ≠ 0) (hZ : 0 < Z) (hr : 0 < r) :
    spinOrbit c (coulomb Z) r = 2 * c ^ 2 * Z / (r * (2 * c ^ 2 * r + Z) ^ 2) ∧
      spinOrbit c (coulomb Z) r < Z / (2 * c ^ 2 * r ^ 3) := by
  have h2 : 0 < 2 * c ^ 2 := by positivity
  have hD : 0 < 2 * c ^ 2 * r + Z := by positivity
  have hd := coulomb_hasDerivAt Z hr.ne'
  have hV : coulomb Z r < 0 := div_neg_of_neg_of_pos (by linarith) hr
  obtain ⟨he, _, hlt⟩ := spinOrbit_lt_pauli hc hr hV (by rw [hd.deriv]; positivity)
  obtain ⟨_, hKe, _⟩ := massFactor_hasDerivAt hc (hV.trans h2) hd.differentiableAt
  have hp : pauliSpinOrbit c (coulomb Z) r = Z / (2 * c ^ 2 * r ^ 3) := by
    unfold pauliSpinOrbit
    rw [hd.deriv]
    ring
  have hVr : coulomb Z r * r = -Z := by
    unfold coulomb
    field_simp
  have hK : massFactor c (coulomb Z) r = 2 * c ^ 2 * r / (2 * c ^ 2 * r + Z) := by
    rw [eq_div_iff hD.ne']
    linear_combination r * hKe + massFactor c (coulomb Z) r * hVr
  refine ⟨?_, by rw [← hp]; exact hlt⟩
  rw [he, hp, hK, div_pow, div_mul_div_comm, div_eq_div_iff (by positivity) (by positivity)]
  ring

/-- For a point nucleus, `ξ = 2c² Z / (r (2c² r + Z)²)` lies below `Z / (2c² r³)` at every
radius; `r ξ` tends to `2c² / Z` at the nucleus and `r³ ξ` to `Z / (2c²)` at infinity. -/
theorem spinOrbit_coulomb_asymptotics {c Z : ℝ} (hc : c ≠ 0) (hZ : 0 < Z) :
    (∀ r, 0 < r →
      spinOrbit c (coulomb Z) r = 2 * c ^ 2 * Z / (r * (2 * c ^ 2 * r + Z) ^ 2) ∧
      spinOrbit c (coulomb Z) r < Z / (2 * c ^ 2 * r ^ 3)) ∧
    Tendsto (fun r => r * spinOrbit c (coulomb Z) r) (𝓝[>] 0) (𝓝 (2 * c ^ 2 / Z)) ∧
    Tendsto (fun r => r ^ 3 * spinOrbit c (coulomb Z) r) atTop (𝓝 (Z / (2 * c ^ 2))) := by
  refine ⟨fun r hr => spinOrbit_coulomb hc hZ hr, ?_, ?_⟩
  · -- near the nucleus: continuity in `r`
    have hn : Tendsto (fun r : ℝ => (2 * c ^ 2 * r + Z) ^ 2) (𝓝 0) (𝓝 (Z ^ 2)) := by
      have h : Continuous (fun r : ℝ => (2 * c ^ 2 * r + Z) ^ 2) := by fun_prop
      simpa using h.tendsto 0
    have hq : Tendsto (fun r : ℝ => 2 * c ^ 2 * Z / (2 * c ^ 2 * r + Z) ^ 2) (𝓝 0)
        (𝓝 (2 * c ^ 2 * Z / Z ^ 2)) := tendsto_const_nhds.div hn (by positivity)
    have hval : 2 * c ^ 2 * Z / Z ^ 2 = 2 * c ^ 2 / Z := by
      rw [div_eq_div_iff (by positivity) hZ.ne']
      ring
    rw [hval] at hq
    refine (hq.mono_left nhdsWithin_le_nhds).congr' ?_
    filter_upwards [self_mem_nhdsWithin] with r hr
    have hr' : 0 < r := hr
    rw [(spinOrbit_coulomb hc hZ hr').1, ← mul_div_assoc, mul_div_mul_left _ _ hr'.ne']
  · -- far from the nucleus: continuity in `1 / r`
    have h0 : Tendsto (fun x : ℝ => (2 * c ^ 2 + Z * x) ^ 2) (𝓝 0) (𝓝 ((2 * c ^ 2) ^ 2)) := by
      have h : Continuous (fun x : ℝ => (2 * c ^ 2 + Z * x) ^ 2) := by fun_prop
      simpa using h.tendsto 0
    have hn : Tendsto (fun r : ℝ => (2 * c ^ 2 + Z * r⁻¹) ^ 2) atTop (𝓝 ((2 * c ^ 2) ^ 2)) :=
      h0.comp tendsto_inv_atTop_zero
    have hq : Tendsto (fun r : ℝ => 2 * c ^ 2 * Z / (2 * c ^ 2 + Z * r⁻¹) ^ 2) atTop
        (𝓝 (2 * c ^ 2 * Z / (2 * c ^ 2) ^ 2)) := tendsto_const_nhds.div hn (by positivity)
    have hval : 2 * c ^ 2 * Z / (2 * c ^ 2) ^ 2 = Z / (2 * c ^ 2) := by
      rw [div_eq_div_iff (by positivity) (by positivity)]
      ring
    rw [hval] at hq
    refine hq.congr' ?_
    filter_upwards [eventually_gt_atTop 0] with r hr
    have e : 2 * c ^ 2 + Z * r⁻¹ = (2 * c ^ 2 * r + Z) / r := by
      rw [eq_div_iff hr.ne', add_mul, mul_assoc Z, inv_mul_cancel₀ hr.ne', mul_one]
    rw [(spinOrbit_coulomb hc hZ hr).1, e, div_pow, ← mul_div_assoc, div_div_eq_mul_div,
      div_eq_div_iff (by positivity) (by positivity)]
    ring

/-- For a point nucleus, `r` times the Pauli coupling diverges at the nucleus. -/
theorem pauli_coulomb_diverges {c Z : ℝ} (hc : c ≠ 0) (hZ : 0 < Z) :
    Tendsto (fun r => r * pauliSpinOrbit c (coulomb Z) r) (𝓝[>] 0) atTop := by
  have hpos : 0 < Z / (2 * c ^ 2) := by positivity
  have h : Tendsto (fun r : ℝ => Z / (2 * c ^ 2) * (r⁻¹) ^ 2) (𝓝[>] 0) atTop :=
    ((tendsto_pow_atTop two_ne_zero).comp tendsto_inv_nhdsGT_zero).const_mul_atTop hpos
  refine h.congr' ?_
  filter_upwards [self_mem_nhdsWithin] with r hr
  have hr' : 0 < r := hr
  unfold pauliSpinOrbit
  rw [(coulomb_hasDerivAt Z hr'.ne').deriv, ← mul_div_assoc, mul_comm (2 * c ^ 2) r,
    mul_div_mul_left _ _ hr'.ne']
  ring

/-- At the radius where `2c² r = Z`, the coupling `ξ` of a point nucleus is one quarter of the
Pauli coupling. -/
theorem spinOrbit_quarter {c Z r : ℝ} (hZ : 0 < Z) (h : 2 * c ^ 2 * r = Z) :
    spinOrbit c (coulomb Z) r = 1 / 4 * pauliSpinOrbit c (coulomb Z) r := by
  have hc : c ≠ 0 := by
    rintro rfl
    apply hZ.ne
    rw [← h]
    ring
  have h2 : 0 < 2 * c ^ 2 := by positivity
  have hr : 0 < r := (mul_pos_iff_of_pos_left h2).mp (by rw [h]; exact hZ)
  have hd := coulomb_hasDerivAt Z hr.ne'
  have hV : coulomb Z r = -(2 * c ^ 2) := by
    unfold coulomb
    rw [div_eq_iff hr.ne']
    linear_combination h
  have hneg : coulomb Z r < 0 := by rw [hV]; linarith
  obtain ⟨he, _, _⟩ := spinOrbit_lt_pauli hc hr hneg (by rw [hd.deriv]; positivity)
  obtain ⟨_, hKe, _⟩ := massFactor_hasDerivAt hc (hneg.trans h2) hd.differentiableAt
  -- here `V = -2c²`, so `K = 1/2`
  have hK : massFactor c (coulomb Z) r = 1 / 2 := by
    rw [hV] at hKe
    apply mul_left_cancel₀ h2.ne'
    linear_combination hKe / 2
  rw [he, hK]
  ring

end

end RegularisedSpinOrbit
```

```lean
#print axioms RegularisedSpinOrbit.spinOrbit_coulomb_asymptotics
-- 'RegularisedSpinOrbit.spinOrbit_coulomb_asymptotics' depends on axioms: [propext, Classical.choice, Quot.sound]
#print axioms RegularisedSpinOrbit.pauli_coulomb_diverges
-- 'RegularisedSpinOrbit.pauli_coulomb_diverges' depends on axioms: [propext, Classical.choice, Quot.sound]
#print axioms RegularisedSpinOrbit.spinOrbit_quarter
-- 'RegularisedSpinOrbit.spinOrbit_quarter' depends on axioms: [propext, Classical.choice, Quot.sound]
```

## Two couplings and the potential between them

The formulas use Hartree atomic units, with c the speed of light and V the potential energy of the electron. `massFactor c V` is

K(r) = 1/(1 − V(r)/(2c²)),

the reciprocal of the position-dependent relativistic mass. `spinOrbit c V` is ξ = K'/r, the radial function that multiplies L·S when the kinetic energy is ½(σ·p)K(σ·p), with p the momentum, σ the Pauli matrices, and L and S the orbital and spin angular momenta. `pauliSpinOrbit c V` is its unregularised counterpart,

P(r) = V'(r)/(2c²r),

and `coulomb Z` is the potential −Z/r of a point nucleus of charge Z.

The main theorem, `spinOrbit_coulomb_asymptotics`, assumes c ≠ 0 and Z > 0. It states that at every r > 0

ξ = 2c²Z/(r(2c²r + Z)²) < Z/(2c²r³),

and that rξ tends to 2c²/Z at the nucleus while r³ξ tends to Z/(2c²) at large distance. The filter `𝓝[>] 0` means that r approaches zero through positive values, and `atTop` means that r grows without bound.

The difference matters in electronic-structure calculations. When the Pauli term of a point nucleus is added to the nonrelativistic kinetic energy, its 1/r³ attraction in states with j = l − 1/2 makes the Hamiltonian unbounded below. The regularised coupling of the same unscreened nucleus is only as singular as the Coulomb potential itself. The closed form and the limits leave out screening by other electrons and the finite size of the nucleus, and no wavefunctions or energy levels enter.

## The derivative of K

Write D = 1 − V/(2c²), so that K = 1/D. The condition V < 2c² makes D positive, and hence K too. Since D = (2c² − V)/(2c²),

K(2c² − V) = 2c².

The chain rule, with D' = −V'/(2c²), gives

K' = −D'/D² = K²V'/(2c²).

These are the three conclusions of `massFactor_hasDerivAt`, which assumes that V is differentiable at the point in question. The proof differentiates the reciprocal with `HasDerivAt.inv` and then rewrites 1/D² as K². The product identity is kept as a separate conclusion because the later proofs obtain K from it without returning to the fraction.

## Why the Pauli coupling is an upper bound

Dividing K' by r gives

ξ = K²P.

Suppose that V(r) < 0 and V'(r) > 0, as for an attractive potential that rises outwards. Then P > 0. Also K < 1: if K were at least 1, then 2c² = K(2c² − V) ≥ 2c² − V > 2c², a contradiction. Hence 0 < K² < 1 and

0 < ξ < P.

`spinOrbit_lt_pauli` proves this for any such potential, and its proof that K < 1 is the same contradiction. It needs no separate differentiability hypothesis, because Lean's `deriv` is zero where a function is not differentiable, so a positive value already implies differentiability.

## The point nucleus

For V = −Z/r the derivative is V' = Z/r², which is `coulomb_hasDerivAt`. The Pauli coupling is then P = Z/(2c²r³). Multiplying K(2c² − V) = 2c² by r gives K(2c²r + Z) = 2c²r, so

K = 2c²r/(2c²r + Z).

Inserting this into ξ = K²P yields

ξ = [4c⁴r²/(2c²r + Z)²] · [Z/(2c²r³)] = 2c²Z/(r(2c²r + Z)²).

`spinOrbit_coulomb` follows the same route: `linear_combination` extracts K from the product identity, and the strict bound comes from the general comparison.

Near the nucleus, multiplication by r removes the only singular factor:

rξ = 2c²Z/(2c²r + Z)² → 2c²Z/Z² = 2c²/Z.

At large distance, dividing numerator and denominator by r² gives

r³ξ = 2c²Z/(2c² + Z/r)² → 2c²Z/(2c²)² = Z/(2c²).

The proof takes each limit by continuity, in r for the first and in 1/r for the second. In both cases `congr'` transfers the limit to the actual coupling, since the two expressions agree for all positive r.

The second limit is the constant value of r³P, so the regularised coupling approaches the Pauli form far from the nucleus. At the origin they part. `pauli_coulomb_diverges` shows that

rP = Z/(2c²r²) → ∞,

by writing the expression as a positive constant times (1/r)².

The crossover has a natural length, the radius at which 2c²r = Z. There V = −2c², an attraction of twice the electron's rest energy, so K = 1/2 and ξ = P/4. This is `spinOrbit_quarter`, where c ≠ 0 follows from the equation for the radius together with Z > 0.

## Keeping the orbital energy

The derivation of the closed form and of the two limits extends to a factor that retains a fixed orbital energy ε. The bound ξ < P does not extend to every radius: for −2c² < ε < 0 it fails where V > ε, because K > 1 there. Replacing V by V − ε leaves V' unchanged, and for 2c² + ε > 0 the calculation for the point nucleus gives

ξ = 2c²Z/(r((2c² + ε)r + Z)²).

The limit of rξ at the nucleus is still 2c²/Z, whatever the value of ε, whereas the limit of r³ξ at large distance becomes 2c²Z/(2c² + ε)². This extension is derived here by hand only; the Lean theorems treat the Coulomb coupling at ε = 0.
